# Hobson's theorem for polynomial functions of r²

An overlap integral between a solid-harmonic Gaussian on one centre and an s-type Gaussian on another can be obtained by differentiating the overlap of two s-type Gaussians with respect to the first centre. The s-type overlap depends only on the squared distance between the centres, so the step amounts to applying a differential operator Y(∂) to a function f(r²). When Y is a solid harmonic of degree l, the result is a constant times Y times the l-th derivative of f at r²; for a general homogeneous polynomial there can be further terms, with lower derivatives of f. Here this is proved for polynomial f; the Gaussian case is taken up after the derivation.

## One term for harmonic Y, a finite sum in general

Let x_0, …, x_(n−1) be real coordinates, ∂_i the derivative along x_i, Δ = Σ_i ∂_i² the Laplacian and r² = Σ_i x_i². Let Y be a real polynomial, homogeneous of degree l, and write Y(∂) for the operator obtained by replacing each x_i in Y by ∂_i. Let f be a real polynomial in one variable, with j-th derivative f^(j). Then

    Y(∂) f(r²) = Σ_{j+k=l} 2^j/(2^k k!) (Δ^k Y) f^(j)(r²).

A solid harmonic is a homogeneous polynomial Y with ΔY = 0. For such a Y every term with k ≥ 1 vanishes, which leaves Hobson's formula:

    Y(∂) f(r²) = 2^l Y f^(l)(r²).

In particular, the result is zero when f has degree below l.

The derivation builds Y one coordinate factor at a time. It needs the chain rule,

    ∂_i f(r²) = 2 x_i f'(r²),

and a rule for moving Laplacians past a coordinate. For any polynomial P, the product rule gives ∂_j²(x_i P) = x_i ∂_j² P, with an extra 2 ∂_i P when j = i. Summing over j,

    Δ(x_i P) = x_i ΔP + 2 ∂_i P.

Repeating this gives

    Δ^(k+1)(x_i P) = x_i Δ^(k+1) P + 2(k+1) ∂_i Δ^k P.

Indeed, applying Δ once more to the right-hand side produces 2 ∂_i Δ^(k+1) P from the first term and 2(k+1) ∂_i Δ^(k+1) P from the second, because Δ and ∂_i commute. The total coefficient is 2(k+2).

Write c(j,k) = 2^j/(2^k k!), and suppose that the expansion holds for a monomial P of degree l. Applying ∂_i to it gives

    Σ_{j+k=l} c(j,k) [2 x_i (Δ^k P) f^(j+1)(r²) + (∂_i Δ^k P) f^(j)(r²)].

Since 2c(j,k) = c(j+1,k), the first part is the sum of c(j,k) x_i (Δ^k P) f^(j)(r²) over j+k = l+1 with j ≥ 1. The missing term, j = 0, contains Δ^(l+1) P, which is zero because P has degree l. It may therefore be included.

Now expand the terms wanted for x_i P. The term with k = 0 is c(l+1,0) x_i P f^(l+1)(r²). The others, with k+1 Laplacians and j+k = l, are

    c(j,k+1) [x_i Δ^(k+1) P + 2(k+1) ∂_i Δ^k P] f^(j)(r²).

Because 2(k+1) c(j,k+1) = c(j,k), these are exactly the terms found by differentiation. The expansion thus passes from P to x_i P. It holds for P = 1, where it reads f(r²) = f(r²), and so for every monomial. Both sides are linear in Y, so it holds for every homogeneous Y.

For a numerical instance, take n = 3, f(t) = t³ and the point (1, 2, 2), where r² = 9. The polynomial x_0 x_1 is harmonic, and the formula gives 2² · 2 · f''(9) = 4 · 2 · 54 = 432. Direct differentiation gives ∂_0 ∂_1 r⁶ = 24 x_0 x_1 r² = 24 · 2 · 9 = 432. For Y = x_0², which is not harmonic, the k = 0 term is 4 · 1 · 54 = 216 and the k = 1 term is 2 · f'(9) = 486. Their sum, 702, agrees with ∂_0² r⁶ = 6r⁴ + 24 x_0² r².

The same argument works for any smooth f, since it uses only the product and chain rules. With f(t) = exp(−at), a > 0, it gives

    Y(∂) exp(−a r²) = (−2a)^l Y exp(−a r²)

for harmonic Y: an unnormalised solid-harmonic Gaussian, up to a constant factor. This extension rests on the argument above, whereas the Lean theorems below concern polynomial f.

## Polynomials, derivatives and Y(∂) in Lean

```lean
import Mathlib

open MvPolynomial
open Finset.HasAntidiagonal (antidiagonal)

namespace HobsonTheorem

noncomputable section
```

The coordinates are indexed by `Fin n`, so they start at x_0. The dimension n is arbitrary; real solid harmonics in ordinary space are the case n = 3. For complex ones, the theorems apply to the real and imaginary parts separately, and the results combine by linearity.

```lean
/-- Real polynomials in the coordinates `x_0, ..., x_(n-1)`. -/
abbrev Poly (n : ℕ) := MvPolynomial (Fin n) ℝ
```

Derivatives are linear operators on these polynomials, and multiplying operators means composing them.

```lean
variable {n : ℕ}

/-- The derivative with respect to the coordinate `x_i`, as a linear operator. -/
def der (i : Fin n) : Module.End ℝ (Poly n) :=
  (pderiv i : Derivation ℝ (Poly n) (Poly n)).toLinearMap

/-- The Laplacian in `n` dimensions, the sum of the second derivatives. -/
def laplacian (n : ℕ) : Module.End ℝ (Poly n) := ∑ i, der i ^ 2
```

In `diffOp`, each monomial of Y contributes its coefficient times a product of powers of derivatives. The product is taken in the fixed order of the coordinates, which is harmless because partial derivatives commute.

```lean
/-- The operator `Y(∂)`: each coordinate in `Y` is replaced by the derivative along it. -/
def diffOp (Y : Poly n) : Module.End ℝ (Poly n) :=
  ∑ s ∈ Y.support, Y.coeff s • ((List.finRange n).map fun i => der i ^ s i).prod
```

The radial function is f with Σ_i x_i² substituted for its variable. It is therefore itself a polynomial in the coordinates.

```lean
/-- The radial function `f(r²)`, with `r²` the sum of the squared coordinates. -/
def radial (n : ℕ) (f : Polynomial ℝ) : Poly n :=
  Polynomial.aeval (∑ i, X i ^ 2 : Poly n) f
```

One term of the expansion, including the coefficient c(j,k), gets its own name.

```lean
/-- The term `2^j / (2^k k!) (Δ^k Y) f^(j)(r²)` of Hobson's expansion. -/
def hobsonTerm (f : Polynomial ℝ) (Y : Poly n) (j k : ℕ) : Poly n :=
  ((2 : ℝ) ^ j / (2 ^ k * (k.factorial : ℝ))) •
    ((laplacian n ^ k) Y * radial n (Polynomial.derivative^[j] f))
```

## The chain rule and the commutator

The first lemma writes the Laplacian as a sum of second derivatives.

```lean
/-- The Laplacian of a polynomial is the sum of its second derivatives. -/
theorem laplacian_apply (p : Poly n) :
    laplacian n p = ∑ i, pderiv i (pderiv i p) := by
  simp only [laplacian, LinearMap.sum_apply, pow_two]
  rfl
```

The chain rule is proved for monomials a t^k and extended by addition. The auxiliary statement `hr` is ∂_i r² = 2x_i.

```lean
/-- Chain rule for a radial function: `∂_i f(r²) = 2 x_i f'(r²)`. -/
theorem deriv_radial (i : Fin n) (f : Polynomial ℝ) :
    pderiv i (radial n f) = 2 * X i * radial n (Polynomial.derivative f) := by
  have hr : pderiv i (∑ j, X j ^ 2 : Poly n) = 2 * X i := by
    simp [pderiv_X, Pi.single_apply]
  unfold radial
  induction f using Polynomial.induction_on' with
  | add p q hp hq => simp only [map_add, hp, hq]; ring
  | monomial k a =>
    rw [Polynomial.derivative_monomial, Polynomial.aeval_monomial, Polynomial.aeval_monomial,
      MvPolynomial.algebraMap_eq, pderiv_mul, pderiv_C, pderiv_pow, hr]
    simp only [map_mul, map_natCast]
    ring
```

That Δ commutes with ∂_i follows from the symmetry of mixed second derivatives, `comm`, which is proved by building up the polynomial one variable at a time.

```lean
/-- The Laplacian commutes with every derivative. -/
theorem laplacian_deriv (i : Fin n) (p : Poly n) :
    laplacian n (pderiv i p) = pderiv i (laplacian n p) := by
  have hX : ∀ a b k : Fin n, pderiv a (pderiv b (X k : Poly n)) = 0 := by
    intro a b k
    rw [pderiv_X, Pi.single_apply]
    split_ifs <;> simp
  -- mixed second derivatives do not depend on the order
  have comm : ∀ (a b : Fin n) (q : Poly n),
      pderiv a (pderiv b q) = pderiv b (pderiv a q) := by
    intro a b q
    induction q using MvPolynomial.induction_on with
    | C c => simp
    | add q r hq hr => simp only [map_add, hq, hr]
    | mul_X q k ih =>
      simp only [pderiv_mul, map_add, hX]
      linear_combination X k * ih
  rw [laplacian_apply, laplacian_apply, map_sum]
  refine Finset.sum_congr rfl fun j _ => ?_
  rw [comm j i p, comm j i (pderiv j p)]
```

The next proof follows the derivation closely: `one` is the formula for a single Laplacian, and the induction on k adds the coefficients 2 and 2(k+1).

```lean
/-- Commuting powers of the Laplacian past a coordinate:
`Δ^(k+1) (x_i P) = x_i Δ^(k+1) P + 2(k+1) ∂_i Δ^k P`. -/
theorem laplacian_pow_X_mul (i : Fin n) (p : Poly n) (k : ℕ) :
    (laplacian n ^ (k + 1)) (X i * p) = X i * (laplacian n ^ (k + 1)) p +
      (2 * ((k : ℝ) + 1)) • pderiv i ((laplacian n ^ k) p) := by
  -- the case of a single Laplacian
  have one : ∀ q : Poly n,
      laplacian n (X i * q) = X i * laplacian n q + (2 : ℝ) • pderiv i q := by
    intro q
    have h : ∀ j, pderiv j (pderiv j (X i * q)) =
        X i * pderiv j (pderiv j q) + (if j = i then (2 : ℝ) • pderiv j q else 0) := by
      intro j
      rcases eq_or_ne j i with rfl | h
      · rw [if_pos rfl, pderiv_mul, pderiv_X_self, one_mul, map_add, pderiv_mul,
          pderiv_X_self, one_mul]
        module
      · rw [if_neg h, pderiv_mul, pderiv_X_of_ne h.symm, zero_mul, zero_add, pderiv_mul,
          pderiv_X_of_ne h.symm, zero_mul, zero_add, add_zero]
    rw [laplacian_apply, laplacian_apply]
    simp only [h, Finset.sum_add_distrib, ← Finset.mul_sum, Finset.sum_ite_eq',
      Finset.mem_univ, if_true]
  have hs : ∀ (m : ℕ) (q : Poly n),
      (laplacian n ^ (m + 1)) q = laplacian n ((laplacian n ^ m) q) := by
    intro m q
    rw [pow_succ', Module.End.mul_apply]
  induction k with
  | zero => simp [one]
  | succ k ih =>
    rw [hs (k + 1) (X i * p), ih, map_add, map_smul, one, laplacian_deriv, ← hs k p,
      ← hs (k + 1) p]
    push_cast
    module
```

## Adding one coordinate factor

In the next proof, `G j k` stands for c(j,k) x_i (Δ^k P) f^(j)(r²) and `D j k` for c(j,k) (∂_i Δ^k P) f^(j)(r²). Step `h2` differentiates one term, and `h3` expands one term for x_i P with the commutator. Step `h1` is the reindexing: it splits the sum over j+k = l+1 at either end and uses the hypothesis `hP`, Δ^(l+1) P = 0, to discard the term with j = 0. The final `calc` puts these together.

```lean
/-- If `Δ^(l+1) P = 0`, differentiating Hobson's expansion of `P` in degree `l` along `x_i`
gives the expansion of `x_i P` in degree `l + 1`. -/
theorem deriv_expansion (f : Polynomial ℝ) (i : Fin n) (l : ℕ) (P : Poly n)
    (hP : (laplacian n ^ (l + 1)) P = 0) :
    pderiv i (∑ p ∈ antidiagonal l, hobsonTerm f P p.1 p.2) =
      ∑ p ∈ antidiagonal (l + 1), hobsonTerm f (X i * P) p.1 p.2 := by
  let G : ℕ → ℕ → Poly n := fun j k => ((2 : ℝ) ^ j / (2 ^ k * (k.factorial : ℝ))) •
    (X i * (laplacian n ^ k) P * radial n (Polynomial.derivative^[j] f))
  let D : ℕ → ℕ → Poly n := fun j k => ((2 : ℝ) ^ j / (2 ^ k * (k.factorial : ℝ))) •
    (pderiv i ((laplacian n ^ k) P) * radial n (Polynomial.derivative^[j] f))
  -- the two ways of splitting off an end of the sum over j + k = l + 1
  have h1 : ∑ p ∈ antidiagonal l, G (p.1 + 1) p.2 =
      G (l + 1) 0 + ∑ p ∈ antidiagonal l, G p.1 (p.2 + 1) := by
    have h0 : G 0 (l + 1) = 0 := by
      simp only [G, hP, mul_zero, zero_mul, smul_zero]
    have a := Finset.Nat.sum_antidiagonal_succ (n := l) (f := fun p => G p.1 p.2)
    have b := Finset.Nat.sum_antidiagonal_succ' (n := l) (f := fun p => G p.1 p.2)
    simp only [h0, zero_add] at a
    exact a.symm.trans b
  -- product and chain rule
  have h2 : ∀ j k, pderiv i (hobsonTerm f P j k) = G (j + 1) k + D j k := by
    intro j k
    have hd : Polynomial.derivative^[j + 1] f =
        Polynomial.derivative (Polynomial.derivative^[j] f) :=
      Function.iterate_succ_apply' _ _ _
    have hc : (2 : ℝ) ^ (j + 1) / (2 ^ k * (k.factorial : ℝ)) =
        2 * (2 ^ j / (2 ^ k * (k.factorial : ℝ))) := by ring
    simp only [G, D, hd, hc]
    rw [hobsonTerm, Derivation.map_smul, pderiv_mul, deriv_radial]
    simp only [smul_eq_C_mul, map_mul, map_ofNat]
    ring
  -- the commutator with the Laplacian
  have h3 : ∀ j k, hobsonTerm f (X i * P) j (k + 1) = G j (k + 1) + D j k := by
    intro j k
    have hc : (2 : ℝ) ^ j / (2 ^ k * (k.factorial : ℝ)) =
        2 ^ j / (2 ^ (k + 1) * ((k + 1).factorial : ℝ)) * (2 * ((k : ℝ) + 1)) := by
      rw [div_mul_eq_mul_div, div_eq_div_iff (by positivity) (by positivity),
        Nat.factorial_succ]
      push_cast
      ring
    simp only [G, D, hc]
    rw [hobsonTerm, laplacian_pow_X_mul]
    simp only [smul_eq_C_mul, map_mul]
    ring
  have h4 : hobsonTerm f (X i * P) (l + 1) 0 = G (l + 1) 0 := rfl
  calc _ = ∑ p ∈ antidiagonal l, (G (p.1 + 1) p.2 + D p.1 p.2) := by
        rw [map_sum]
        exact Finset.sum_congr rfl fun p _ => h2 p.1 p.2
    _ = G (l + 1) 0 + ∑ p ∈ antidiagonal l, (G p.1 (p.2 + 1) + D p.1 p.2) := by
        rw [Finset.sum_add_distrib, Finset.sum_add_distrib, h1, add_assoc]
    _ = _ := by
        rw [Finset.Nat.sum_antidiagonal_succ']
        exact congrArg₂ (· + ·) h4.symm
          (Finset.sum_congr rfl fun p _ => (h3 p.1 p.2).symm)
```

For a monomial, the induction carries a pair of facts, `Q l P D`: that Δ^(l+1) P = 0, and that the operator D applied to f(r²) gives the expansion for P. The vanishing condition is thus proved along the way, from the commutator, without a separate argument about degrees. `step` adds one factor, `steps` adds a power, and `key` runs through the list of coordinates.

```lean
/-- Hobson's expansion for a product of powers of the coordinates. -/
theorem expansion_monomial (f : Polynomial ℝ) (s : Fin n → ℕ) :
    ((List.finRange n).map fun i => der i ^ s i).prod (radial n f) =
      ∑ p ∈ antidiagonal ((List.finRange n).map s).sum,
        hobsonTerm f ((List.finRange n).map fun i => (X i : Poly n) ^ s i).prod p.1 p.2 := by
  let Q : ℕ → Poly n → Module.End ℝ (Poly n) → Prop := fun l P D =>
    (laplacian n ^ (l + 1)) P = 0 ∧
      D (radial n f) = ∑ p ∈ antidiagonal l, hobsonTerm f P p.1 p.2
  have base : Q 0 1 1 := by
    refine ⟨?_, ?_⟩
    · simp [laplacian_apply]
    · simp [hobsonTerm]
  -- one more coordinate factor
  have step : ∀ i l P D, Q l P D → Q (l + 1) (X i * P) (der i * D) := by
    rintro i l P D ⟨h1, h2⟩
    refine ⟨?_, ?_⟩
    · have h : (laplacian n ^ (l + 1 + 1)) P = 0 := by
        rw [pow_succ', Module.End.mul_apply, h1, map_zero]
      rw [laplacian_pow_X_mul, h, h1]
      simp
    · change pderiv i (D (radial n f)) = _
      rw [h2]
      exact deriv_expansion f i l P h1
  have steps : ∀ i m l P D, Q l P D → Q (m + l) (X i ^ m * P) (der i ^ m * D) := by
    intro i m l P D h
    induction m with
    | zero => simpa using h
    | succ m ih =>
      rw [pow_succ', pow_succ', mul_assoc, mul_assoc, Nat.add_right_comm]
      exact step _ _ _ _ ih
  have key : ∀ L : List (Fin n), Q (L.map s).sum (L.map fun i => X i ^ s i).prod
      (L.map fun i => der i ^ s i).prod := by
    intro L
    induction L with
    | nil => exact base
    | cons i L ih =>
      simp only [List.map_cons, List.sum_cons, List.prod_cons]
      exact steps _ _ _ _ _ ih
  exact (key (List.finRange n)).2
```

## From monomials to solid harmonics

The hypothesis `Y.IsHomogeneous l` says that every monomial occurring in Y has total degree l; the zero polynomial satisfies it for every l. In the proof, `key` applies the previous theorem to each monomial and `hlin` expresses the linearity in Y. Exchanging the two finite sums completes the argument.

```lean
/-- Hobson's expansion: for `Y` homogeneous of degree `l`, `Y(∂) f(r²)` is the sum over
`j + k = l` of `2^j / (2^k k!) (Δ^k Y) f^(j)(r²)`. -/
theorem hobson_expansion (f : Polynomial ℝ) {l : ℕ} {Y : Poly n} (hY : Y.IsHomogeneous l) :
    diffOp Y (radial n f) = ∑ p ∈ antidiagonal l, hobsonTerm f Y p.1 p.2 := by
  have key : ∀ s ∈ Y.support, ((List.finRange n).map fun i => der i ^ s i).prod (radial n f) =
      ∑ p ∈ antidiagonal l, hobsonTerm f (monomial s 1) p.1 p.2 := by
    intro s hs
    have e1 : ((List.finRange n).map fun i => (X i : Poly n) ^ s i).prod = monomial s 1 := by
      rw [← Fin.prod_univ_def, monomial_eq, C_1, one_mul, Finsupp.prod_fintype]
      simp
    have hw : Finsupp.weight (1 : Fin n → ℕ) s = ∑ i, s i := by
      rw [Finsupp.weight_apply, Finsupp.sum_fintype] <;> simp
    have e2 : ((List.finRange n).map s).sum = l := by
      rw [← Fin.sum_univ_def, ← hw]
      exact hY (mem_support_iff.mp hs)
    have h := expansion_monomial f s
    rw [e1, e2] at h
    exact h
  -- every term is linear in Y
  have hlin : ∀ j k, hobsonTerm f Y j k =
      ∑ s ∈ Y.support, Y.coeff s • hobsonTerm f (monomial s 1) j k := by
    intro j k
    let L : Poly n →ₗ[ℝ] Poly n := ((2 : ℝ) ^ j / (2 ^ k * (k.factorial : ℝ))) •
      (LinearMap.mulRight ℝ (radial n (Polynomial.derivative^[j] f)) ∘ₗ (laplacian n ^ k))
    have hdec : Y = ∑ s ∈ Y.support, Y.coeff s • (monomial s 1 : Poly n) :=
      Y.as_sum.trans (Finset.sum_congr rfl fun s _ => by
        rw [smul_monomial, smul_eq_mul, mul_one])
    refine (congrArg L hdec).trans ?_
    simp only [map_sum, map_smul]
    rfl
  simp only [diffOp, LinearMap.sum_apply, LinearMap.smul_apply, hlin]
  rw [Finset.sum_comm]
  refine Finset.sum_congr rfl fun s hs => ?_
  rw [← Finset.smul_sum, key s hs]
```

Hobson's formula adds the hypothesis `laplacian n Y = 0`. `Finset.sum_eq_single` selects the pair (l, 0), and every other pair contains at least one Laplacian acting on Y.

```lean
/-- Hobson's theorem: if `Y` is homogeneous of degree `l` with zero Laplacian, then
`Y(∂) f(r²) = 2^l Y f^(l)(r²)`. -/
theorem hobson (f : Polynomial ℝ) {l : ℕ} {Y : Poly n} (hY : Y.IsHomogeneous l)
    (hΔ : laplacian n Y = 0) :
    diffOp Y (radial n f) = (2 : ℝ) ^ l • (Y * radial n (Polynomial.derivative^[l] f)) := by
  rw [hobson_expansion f hY, Finset.sum_eq_single (l, 0)]
  · simp [hobsonTerm]
  · -- terms with at least one Laplacian vanish
    rintro ⟨j, k⟩ hp hne
    cases k with
    | zero =>
      have hj : j = l := by simpa using hp
      exact absurd (by rw [hj]) hne
    | succ k =>
      rw [hobsonTerm, pow_succ (laplacian n) k, Module.End.mul_apply, hΔ, map_zero,
        zero_mul, smul_zero]
  · intro h
    exact absurd (by simp) h
```

The last theorem uses f^(l) = 0 when the degree of f is below l. For a solid harmonic Y of degree 2, for example, Y(∂) annihilates r².

```lean
/-- If `Y` is homogeneous of degree `l` with zero Laplacian, then `Y(∂)` annihilates `f(r²)`
for every polynomial `f` of degree below `l`. -/
theorem hobson_annihilates (f : Polynomial ℝ) {l : ℕ} {Y : Poly n} (hY : Y.IsHomogeneous l)
    (hΔ : laplacian n Y = 0) (hf : f.natDegree < l) :
    diffOp Y (radial n f) = 0 := by
  rw [hobson f hY hΔ, Polynomial.iterate_derivative_eq_zero hf]
  simp [radial]

end

end HobsonTheorem
```

The theorems take a harmonic Y as given: they neither construct a basis of solid harmonics nor fix its normalisation, and they involve no integrals.

```lean
#print axioms HobsonTheorem.hobson_annihilates
-- 'HobsonTheorem.hobson_annihilates' depends on axioms: [propext, Classical.choice, Quot.sound]
```
